# Bounded Auxiliary Fields Cannot Reproduce exp(a²/2) at Every Real Coupling

An auxiliary field is a real random variable x whose law is a probability measure μ. It is bounded if |x| ≤ B with probability one, for some real B. For a real coupling a, write

E(a) = ∫ exp(ax) dμ(x),  m_k = ∫ x^k dμ(x).

The target is exp(a²/2), which a standard Gaussian field reproduces. In auxiliary-field Monte Carlo, a can stand for √Δτ λ, with Δτ the time step and λ an eigenvalue of a Hermitian one-body operator v̂ that enters the Hamiltonian as −v̂²/2. The results then describe the error of a substitute field in a single interaction factor with real coupling, not in a full product of non-commuting propagators. A term +v̂²/2 gives an imaginary a instead, which is not covered here.

## Weak-coupling error and strong-coupling failure

Suppose that a bounded field has m₁ = 0, m₂ = 1 and m₃ = 0, as the standard Gaussian does. Then, as nonzero a tends to 0,

(E(a) − exp(a²/2))/a⁴ → (m₄ − 3)/24.

For |y| ≤ 1 and n ≥ 2, comparing the tail of the exponential series with a geometric series gives

|exp(y) − Σ_{m<n} y^m/m!| ≤ |y|^n (n + 1)/(n!·n) ≤ |y|^n,

because n + 1 ≤ 2n ≤ n!·n. Take y = ax and n = 5, and average over x. If |a|B ≤ 1, then

|E(a) − (1 + a²/2 + m₄a⁴/24)| ≤ (|a|B)⁵.

Take y = a²/2 and n = 3. If |a| < 1, then

|exp(a²/2) − (1 + a²/2 + a⁴/8)| ≤ a⁶/8 ≤ |a|⁵.

Subtracting the expansions leaves (m₄ − 3)a⁴/24. After division by a⁴, the remaining error is at most (B⁵ + 1)|a|, which tends to 0.

For the uniform field on [−√3, √3], the odd moments vanish by symmetry, and

m₂ = (√3)²/3 = 1,  m₄ = (√3)⁴/5 = 9/5.

The limit is therefore (9/5 − 3)/24 = −1/20.

At strong coupling only the bound matters. Since ax ≤ |a|B,

E(a)/exp(a²/2) ≤ exp(|a|B − a²/2).

For a ≥ 0 with a ≥ 2B + 2, the exponent is −a(a − 2B)/2 ≤ −a, so the ratio tends to 0 as a → ∞. For |a| > 2B the exponent is already negative, so E(a) < exp(a²/2).

The smallest fourth moment compatible with m₂ = 1 is m₄ = 1, since m₄ ≥ m₂². The field x = ±1 with equal probabilities attains it: E(a) = cosh a, and the weak-coupling limit is −1/12.

The condition m₃ = 0 matters. Let x = 2 with probability 1/5 and x = −1/2 with probability 4/5. Then m₁ = 0 and m₂ = 1, but m₃ = 3/2, so the quotient behaves as 1/(4a) and has no finite limit.

## The fields and their averages in Lean

```lean
import Mathlib

open MeasureTheory Filter Topology

namespace BoundedSubstituteFields

noncomputable section
```

The measure `μ` is the law of the field, and `fieldAverage μ a` is E(a).

```lean
/-- The average of `exp (a x)` over an auxiliary field `x` with law `μ`, at coupling `a`. -/
def fieldAverage (μ : Measure ℝ) (a : ℝ) : ℝ := ∫ x, Real.exp (a * x) ∂μ
```

The uniform law is length on the interval, divided by 2√3.

```lean
/-- The law of a field distributed uniformly on the interval from `-√3` to `√3`. -/
def uniformField : Measure ℝ :=
  ENNReal.ofReal (1 / (2 * √3)) • volume.restrict (Set.Icc (-√3) (√3))
```

The Gaussian identity follows from Mathlib's moment-generating function. It also shows that some restriction on the field's tails is needed for the strong-coupling results: for this unbounded field the ratio is always 1.

```lean
/-- The standard Gaussian field reproduces `exp (a ^ 2 / 2)` at every real coupling. -/
theorem gaussian_exact (a : ℝ) :
    fieldAverage (ProbabilityTheory.gaussianReal 0 1) a = Real.exp (a ^ 2 / 2) := by
  have h := congrFun (ProbabilityTheory.mgf_id_gaussianReal (μ := 0) (v := 1)) a
  simpa [ProbabilityTheory.mgf, fieldAverage] using h
```

## Controlling the expansion

The first lemma is the series estimate above, with the factorial inequality proved by `calc`.

```lean
/-- For `|y| ≤ 1`, the exponential series cut after `n ≥ 2` terms has an error of at most
`|y| ^ n`. -/
theorem exp_remainder {y : ℝ} (hy : |y| ≤ 1) {n : ℕ} (hn : 2 ≤ n) :
    |Real.exp y - ∑ m ∈ Finset.range n, y ^ m / (m.factorial : ℝ)| ≤ |y| ^ n := by
  have hn0 : 0 < n := by omega
  refine (Real.exp_bound hy hn0).trans (mul_le_of_le_one_right (by positivity) ?_)
  have hpos : (0 : ℝ) < (n.factorial : ℝ) * n := by positivity
  have h : n.succ ≤ n.factorial * n :=
    calc n.succ ≤ 2 * n := by omega
      _ ≤ n.factorial * n := Nat.mul_le_mul_right n (hn.trans (Nat.self_le_factorial n))
  rw [div_le_one hpos]
  exact_mod_cast h
```

In the next lemma, `IsProbabilityMeasure μ` fixes the total probability at 1, and `∀ᵐ x ∂μ, |x| ≤ B` expresses boundedness with probability one. The pointwise bound on the exponential is then integrated.

```lean
/-- For a field `x` bounded by `B`, the average of `exp (a x)` is at most `exp (|a| B)`. -/
theorem average_le (μ : Measure ℝ) [IsProbabilityMeasure μ] {B : ℝ}
    (hB : ∀ᵐ x ∂μ, |x| ≤ B) (a : ℝ) : fieldAverage μ a ≤ Real.exp (|a| * B) := by
  have h : ∀ᵐ x ∂μ, ‖Real.exp (a * x)‖ ≤ Real.exp (|a| * B) := by
    filter_upwards [hB] with x hx
    rw [Real.norm_eq_abs, Real.abs_exp, Real.exp_le_exp]
    calc a * x ≤ |a * x| := le_abs_self _
      _ = |a| * |x| := abs_mul a x
      _ ≤ |a| * B := mul_le_mul_of_nonneg_left hx (abs_nonneg a)
  have h2 := norm_integral_le_of_norm_le_const h
  rw [probReal_univ, mul_one] at h2
  exact (le_abs_self _).trans h2
```

Hypotheses `h1`, `h2` and `h3` fix the first three moments. The proof establishes integrability from the bound, averages the five series terms in `hs`, and integrates the pointwise remainder `hb`.

```lean
/-- For a field `x` bounded by `B` with first three moments 0, 1, 0, the average of `exp (a x)`
agrees with its fourth-order expansion up to `(|a| B) ^ 5`, provided `|a| B ≤ 1`. -/
theorem average_taylor (μ : Measure ℝ) [IsProbabilityMeasure μ] {B : ℝ}
    (hB : ∀ᵐ x ∂μ, |x| ≤ B) (h1 : ∫ x, x ∂μ = 0) (h2 : ∫ x, x ^ 2 ∂μ = 1)
    (h3 : ∫ x, x ^ 3 ∂μ = 0) {a : ℝ} (ha : |a| * B ≤ 1) :
    |fieldAverage μ a - (1 + a ^ 2 / 2 + a ^ 4 / 24 * ∫ x, x ^ 4 ∂μ)| ≤ (|a| * B) ^ 5 := by
  have hax : ∀ x : ℝ, |x| ≤ B → |a * x| ≤ |a| * B := fun x hx => by
    rw [abs_mul]
    exact mul_le_mul_of_nonneg_left hx (abs_nonneg a)
  have hp : ∀ n : ℕ, Integrable (fun x : ℝ => x ^ n) μ := fun n =>
    Integrable.of_bound (continuous_pow n).aestronglyMeasurable (B ^ n)
      (hB.mono fun x hx => by
        rw [Real.norm_eq_abs, abs_pow]
        exact pow_le_pow_left₀ (abs_nonneg x) hx n)
  have hexp : Integrable (fun x : ℝ => Real.exp (a * x)) μ :=
    Integrable.of_bound
      (Real.continuous_exp.comp (continuous_const.mul continuous_id)).aestronglyMeasurable
      (Real.exp (|a| * B)) (hB.mono fun x hx => by
        rw [Real.norm_eq_abs, Real.abs_exp, Real.exp_le_exp]
        exact (le_abs_self _).trans (hax x hx))
  have e : ∀ m : ℕ, (fun x : ℝ => (a * x) ^ m / (m.factorial : ℝ)) =
      fun x => a ^ m / (m.factorial : ℝ) * x ^ m := fun m => by
    funext x
    ring
  have hi : ∀ m : ℕ, Integrable (fun x : ℝ => (a * x) ^ m / (m.factorial : ℝ)) μ :=
    fun m => by
      rw [e m]
      exact (hp m).const_mul _
  have hE : ∀ m : ℕ, ∫ x, (a * x) ^ m / (m.factorial : ℝ) ∂μ =
      a ^ m / (m.factorial : ℝ) * ∫ x, x ^ m ∂μ := fun m => by
    rw [e m, integral_const_mul]
  have m0 : ∫ x : ℝ, x ^ 0 ∂μ = 1 := by simp
  have m1 : ∫ x : ℝ, x ^ 1 ∂μ = 0 := by simpa using h1
  -- the truncated series is averaged term by term
  have hs : ∫ x, ∑ m ∈ Finset.range 5, (a * x) ^ m / (m.factorial : ℝ) ∂μ =
      1 + a ^ 2 / 2 + a ^ 4 / 24 * ∫ x, x ^ 4 ∂μ := by
    rw [integral_finsetSum _ (fun m _ => hi m)]
    simp only [hE, Finset.sum_range_succ, Finset.sum_range_zero, m0, m1, h2, h3,
      Nat.factorial]
    push_cast
    ring
  rw [← hs, fieldAverage, ← integral_sub hexp (integrable_finsetSum _ (fun m _ => hi m))]
  have hb : ∀ᵐ x ∂μ, ‖Real.exp (a * x) -
      ∑ m ∈ Finset.range 5, (a * x) ^ m / (m.factorial : ℝ)‖ ≤ (|a| * B) ^ 5 := by
    filter_upwards [hB] with x hx
    exact (exp_remainder ((hax x hx).trans ha) (by norm_num)).trans
      (pow_le_pow_left₀ (abs_nonneg _) (hax x hx) 5)
  have h := norm_integral_le_of_norm_le_const hb
  rwa [probReal_univ, mul_one, Real.norm_eq_abs] at h
```

The filter `𝓝[≠] 0` means that a approaches 0 through nonzero values. `hG` expands the Gaussian factor, `key` combines the two remainders, and `squeeze_zero_norm'` applies the bound (B⁵ + 1)|a|.

```lean
/-- For a bounded field with first three moments 0, 1, 0, the error relative to
`exp (a ^ 2 / 2)`, divided by `a ^ 4`, tends to (fourth moment - 3)/24 as nonzero `a` tends
to 0. -/
theorem small_coupling (μ : Measure ℝ) [IsProbabilityMeasure μ] {B : ℝ}
    (hB : ∀ᵐ x ∂μ, |x| ≤ B) (h1 : ∫ x, x ∂μ = 0) (h2 : ∫ x, x ^ 2 ∂μ = 1)
    (h3 : ∫ x, x ^ 3 ∂μ = 0) :
    Tendsto (fun a => (fieldAverage μ a - Real.exp (a ^ 2 / 2)) / a ^ 4) (𝓝[≠] 0)
      (𝓝 (((∫ x, x ^ 4 ∂μ) - 3) / 24)) := by
  have c1 : ∀ᶠ a : ℝ in 𝓝[≠] 0, |a| * B < 1 := mem_nhdsWithin_of_mem_nhds
    ((isOpen_lt (continuous_abs.mul continuous_const) continuous_const).mem_nhds (by simp))
  have c2 : ∀ᶠ a : ℝ in 𝓝[≠] 0, |a| < 1 := mem_nhdsWithin_of_mem_nhds
    ((isOpen_lt continuous_abs continuous_const).mem_nhds (by simp))
  have hlim : Tendsto (fun a : ℝ => (B ^ 5 + 1) * |a|) (𝓝 0) (𝓝 0) := by
    have hc : Continuous (fun a : ℝ => (B ^ 5 + 1) * |a|) :=
      continuous_const.mul continuous_abs
    have h : Tendsto (fun a : ℝ => (B ^ 5 + 1) * |a|) (𝓝 0)
      (𝓝 ((B ^ 5 + 1) * |(0 : ℝ)|)) := hc.tendsto 0
    have h0 : (B ^ 5 + 1) * |(0 : ℝ)| = 0 := by rw [abs_zero, mul_zero]
    rwa [h0] at h
  rw [← tendsto_sub_nhds_zero_iff]
  refine squeeze_zero_norm' ?_ (hlim.mono_left nhdsWithin_le_nhds)
  filter_upwards [c1, c2, self_mem_nhdsWithin] with a hab ha1 ha
  have ha0 : a ≠ 0 := ha
  have hT := average_taylor μ hB h1 h2 h3 hab.le
  -- expansion of the exact Gaussian factor
  have hG : |Real.exp (a ^ 2 / 2) - (1 + a ^ 2 / 2 + a ^ 4 / 8)| ≤ |a| ^ 5 := by
    have hy : |a ^ 2 / 2| = |a| ^ 2 / 2 := by
      rw [abs_of_nonneg (by positivity : (0 : ℝ) ≤ a ^ 2 / 2), sq_abs]
    have hy1 : |a ^ 2 / 2| ≤ 1 := by
      rw [hy]
      nlinarith [abs_nonneg a]
    have h := exp_remainder hy1 (n := 3) (by norm_num)
    have hs : ∑ m ∈ Finset.range 3, (a ^ 2 / 2) ^ m / (m.factorial : ℝ) =
        1 + a ^ 2 / 2 + a ^ 4 / 8 := by
      simp only [Finset.sum_range_succ, Finset.sum_range_zero, Nat.factorial]
      push_cast
      ring
    rw [hs, hy] at h
    have h5 : 0 ≤ |a| ^ 5 := by positivity
    nlinarith [mul_le_mul_of_nonneg_left ha1.le h5]
  have key : (fieldAverage μ a - Real.exp (a ^ 2 / 2)) / a ^ 4 -
      ((∫ x, x ^ 4 ∂μ) - 3) / 24 =
      ((fieldAverage μ a - (1 + a ^ 2 / 2 + a ^ 4 / 24 * ∫ x, x ^ 4 ∂μ)) -
        (Real.exp (a ^ 2 / 2) - (1 + a ^ 2 / 2 + a ^ 4 / 8))) / a ^ 4 := by
    rw [eq_div_iff (pow_ne_zero 4 ha0), sub_mul, div_mul_cancel₀ _ (pow_ne_zero 4 ha0)]
    ring
  have hr : (B ^ 5 + 1) * |a| * |a ^ 4| = (|a| * B) ^ 5 + |a| ^ 5 := by
    rw [abs_pow]
    ring
  rw [key, Real.norm_eq_abs, abs_div, div_le_iff₀ (by positivity), hr, abs_le]
  rw [abs_le] at hT hG
  constructor <;> linarith [hT.1, hT.2, hG.1, hG.2]
```

## The uniform field's coefficient

Averages over the uniform law become ordinary interval integrals.

```lean
/-- An average over the uniform field is the integral from `-√3` to `√3` divided by the length
of the interval. -/
theorem uniform_integral (f : ℝ → ℝ) :
    ∫ x, f x ∂uniformField = 1 / (2 * √3) * ∫ x in (-√3)..(√3), f x := by
  have h : -√3 ≤ √3 := by linarith [Real.sqrt_nonneg 3]
  rw [uniformField, integral_smul_measure, ENNReal.toReal_ofReal (by positivity),
    intervalIntegral.integral_of_le h, integral_Icc_eq_integral_Ioc, smul_eq_mul]
```

The proof checks normalisation and the bound √3, computes the four moments, and substitutes 9/5 into the general limit.

```lean
/-- For the uniform field on `[-√3, √3]`, the error relative to `exp (a ^ 2 / 2)`, divided by
`a ^ 4`, tends to -1/20 as nonzero `a` tends to 0. -/
theorem uniform_small_coupling :
    Tendsto (fun a => (fieldAverage uniformField a - Real.exp (a ^ 2 / 2)) / a ^ 4)
      (𝓝[≠] 0) (𝓝 (-1 / 20)) := by
  have hs : √3 ^ 2 = (3 : ℝ) := Real.sq_sqrt (by norm_num)
  have : IsProbabilityMeasure uniformField := ⟨by
    have h : 1 / (2 * √3) * (√3 - -√3) = 1 := by
      rw [sub_neg_eq_add, ← two_mul, one_div, inv_mul_cancel₀ (by positivity)]
    rw [uniformField, Measure.smul_apply, Measure.restrict_apply_univ, Real.volume_Icc,
      smul_eq_mul, ← ENNReal.ofReal_mul (by positivity), h, ENNReal.ofReal_one]⟩
  have hB : ∀ᵐ x ∂uniformField, |x| ≤ √3 := Measure.ae_smul_measure
    ((ae_restrict_mem measurableSet_Icc).mono fun x hx => abs_le.mpr ⟨hx.1, hx.2⟩) _
  -- the first four moments
  have h1 : ∫ x, x ∂uniformField = 0 := by
    rw [uniform_integral, integral_id]
    ring
  have h2 : ∫ x, x ^ 2 ∂uniformField = 1 := by
    rw [uniform_integral, integral_pow, div_mul_div_comm, div_eq_iff (by positivity)]
    push_cast
    linear_combination 2 * √3 * hs
  have h3 : ∫ x, x ^ 3 ∂uniformField = 0 := by
    rw [uniform_integral, integral_pow]
    ring
  have h4 : ∫ x, x ^ 4 ∂uniformField = 9 / 5 := by
    rw [uniform_integral, integral_pow, div_mul_div_comm, div_eq_iff (by positivity)]
    push_cast
    linear_combination 2 * √3 * (√3 ^ 2 + 3) * hs
  have h := small_coupling uniformField hB h1 h2 h3
  rw [h4] at h
  convert h using 2
  norm_num
```

## A linear exponent against a quadratic one

Here `atTop` means a → +∞. The ratio is squeezed between 0 and exp(−a), and no moment conditions are required.

```lean
/-- For every bounded field `x`, the ratio of the average of `exp (a x)` to `exp (a ^ 2 / 2)` tends
to 0 as the coupling `a` grows. -/
theorem large_coupling (μ : Measure ℝ) [IsProbabilityMeasure μ] {B : ℝ}
    (hB : ∀ᵐ x ∂μ, |x| ≤ B) :
    Tendsto (fun a => fieldAverage μ a / Real.exp (a ^ 2 / 2)) atTop (𝓝 0) := by
  refine squeeze_zero' (Eventually.of_forall fun a => ?_) ?_
    Real.tendsto_exp_neg_atTop_nhds_zero
  · exact div_nonneg (integral_nonneg fun x => (Real.exp_pos _).le) (Real.exp_pos _).le
  · filter_upwards [eventually_ge_atTop (2 * B + 2), eventually_ge_atTop 0] with a ha ha0
    rw [div_le_iff₀ (Real.exp_pos _), ← Real.exp_add]
    refine (average_le μ hB a).trans (Real.exp_le_exp.mpr ?_)
    rw [abs_of_nonneg ha0]
    nlinarith [mul_nonneg ha0 (sub_nonneg.mpr ha)]
```

The strict inequality holds for both signs of a. The proof first obtains B ≥ 0 from a point where the bound holds, then compares exponents.

```lean
/-- For a field `x` bounded by `B`, the average of `exp (a x)` is strictly below `exp (a ^ 2 / 2)`
at every coupling with `|a| > 2 B`. -/
theorem average_lt (μ : Measure ℝ) [IsProbabilityMeasure μ] {B : ℝ}
    (hB : ∀ᵐ x ∂μ, |x| ≤ B) {a : ℝ} (ha : 2 * B < |a|) :
    fieldAverage μ a < Real.exp (a ^ 2 / 2) := by
  obtain ⟨x, hx⟩ := hB.exists
  have hB0 : 0 ≤ B := (abs_nonneg x).trans hx
  have ha0 : 0 < |a| := by linarith
  refine (average_le μ hB a).trans_lt (Real.exp_lt_exp.mpr ?_)
  rw [← sq_abs a]
  nlinarith [mul_pos ha0 (sub_pos.mpr ha)]
```

Exactness at every real coupling would include a = 2B + 1, where the preceding inequality contradicts it. Exactness at selected couplings remains possible; every field is exact at a = 0.

```lean
/-- No bounded field reproduces `exp (a ^ 2 / 2)` at every real coupling. -/
theorem no_bounded_field_exact (μ : Measure ℝ) [IsProbabilityMeasure μ] {B : ℝ}
    (hB : ∀ᵐ x ∂μ, |x| ≤ B) : ¬ ∀ a, fieldAverage μ a = Real.exp (a ^ 2 / 2) := by
  intro h
  have ha : 2 * B < |2 * B + 1| := by linarith [le_abs_self (2 * B + 1)]
  exact (average_lt μ hB ha).ne (h _)

end

end BoundedSubstituteFields
```

```lean
#print axioms BoundedSubstituteFields.gaussian_exact
#print axioms BoundedSubstituteFields.uniform_small_coupling
#print axioms BoundedSubstituteFields.large_coupling
#print axioms BoundedSubstituteFields.no_bounded_field_exact
```

```
'BoundedSubstituteFields.gaussian_exact' depends on axioms: [propext, Classical.choice, Quot.sound]
'BoundedSubstituteFields.uniform_small_coupling' depends on axioms: [propext, Classical.choice, Quot.sound]
'BoundedSubstituteFields.large_coupling' depends on axioms: [propext, Classical.choice, Quot.sound]
'BoundedSubstituteFields.no_bounded_field_exact' depends on axioms: [propext, Classical.choice, Quot.sound]
```
